# Exponentially decaying Fourier coefficients give geometric convergence of one-dimensional k-meshes

## Two meshes that agree on a wrong average

A Brillouin-zone average can look converged and still be wrong. Take $g(k)=\cos(12\pi k)$, where $k$ is the reduced crystal momentum in one dimension and the zone is $[0,1]$. A mesh of two points, $k=0,\tfrac12$, gives the average 1. A mesh of three points, $k=0,\tfrac13,\tfrac23$, also gives 1. The integral over the zone is 0.

Both meshes sample the oscillation only at its maxima and mistake it for a constant. This is aliasing, and agreement between two meshes doesn't exclude it. An explicit exponentially decaying bound on the Fourier coefficients of $g$, with its constant as well as its rate, does limit the error.

## Decay in real space

Write the lattice harmonics as $e_m(k)=\exp(2\pi i m k)$ for integer $m$, and let

$$g(k)=\sum_{m\in\mathbb Z} c_m\, e_m(k).$$

The complex coefficient $c_m$ belongs to the lattice translation by $m$ cells. If $g$ is the band of a tight-binding chain with one orthonormal orbital per cell, for example, $c_0$ is the on-site energy and $c_m$ with $m\ne0$ is the hopping amplitude over $m$ cells. The assumption is

$$|c_m|\le C q^{|m|},\qquad 0\le q<1,$$

with real constants $C$ and $q$. It says that $g$ is short-ranged in real space, as is the summed energy of the occupied bands of an insulator with finite-range hopping. The zero-temperature band energy of a metal, cut off at the Fermi points, generally violates it, because jumps or kinks in $k$ give coefficients that decay only as a power of $1/|m|$.

## The error bound and its Lean formulation

For $N\ge1$ and a real shift $s$, define the mesh average

$$A_N^s[g]=\frac1N\sum_{r=0}^{N-1} g\!\left(\frac{r+s}{N}\right).$$

The result is

$$\left|A_N^s[g]-\int_0^1 g(k)\,dk\right|\le\frac{2Cq^N}{1-q^N},$$

and the integral equals $c_0$. For electronic-structure calculations this means that a uniform mesh converges geometrically in the number of points, for a one-dimensional periodic quantity with exponentially decaying coefficients.

In the Lean file, `planeWave m k` is $e_m(k)$, `latticeSeries c k` is $g(k)$ and `gridAverage N s g` is $A_N^s[g]$. The coefficients are a function `c : ℤ → ℂ`, and the decay assumption is split into `hq0` and `hq1`, which say that $0\le q<1$, and `hc`, the bound on the coefficients, in which `m.natAbs` stands for $|m|$. Together these hypotheses make the series absolutely summable, so `latticeSeries` has its intended meaning. The case $m=0$ of `hc` also forces $C\ge0$.

The shift `s` is measured in mesh spacings: $s=0$ is the mesh that contains $k=0$, and $s=\tfrac12$ moves it by half a spacing. The theorem `norm_gridAverage_sub_le` compares the average with `c 0`, and `norm_gridAverage_sub_integral_le` compares it with the integral.

The constants $C$ and $q$ are inputs; they are not derived from a Hamiltonian. The function is given by its series, so a quantity defined in another way must first be identified with such a series. The statement concerns one dimension and equal weights, and it leaves out rounding errors and errors in the values of $g$ themselves.

## Which harmonics a mesh can see

At the mesh points a harmonic takes the values

$$e_m\!\left(\frac{r+s}{N}\right)=e^{2\pi i m s/N}\,z^r,\qquad z=e^{2\pi i m/N}.$$

Suppose that $N$ does not divide $m$. Then $z\ne1$ but $z^N=1$, and

$$(z-1)\sum_{r=0}^{N-1}z^r=z^N-1=0.$$

The sum therefore vanishes, and so does the mesh average of $e_m$.

Suppose instead that $m=Nj$ with an integer $j$. Then

$$e_{Nj}\!\left(\frac{r+s}{N}\right)=e^{2\pi i j r}e^{2\pi i j s}=e_j(s),$$

which is the same at every mesh point, so the average is $e_j(s)$.

The mesh average is a finite sum, so it can be taken term by term in the absolutely convergent series for $g$:

$$A_N^s[g]=\sum_{m\in\mathbb Z}c_m A_N^s[e_m]=\sum_{j\in\mathbb Z}c_{Nj}\,e^{2\pi i j s}.$$

For $N=1$ every harmonic survives, and the formula is the Fourier series of $g$ at the single point $s$.

## Summing the aliased terms

The term $j=0$ is $c_0$. All the others are error. Each phase has modulus one, so with $x=q^N<1$

$$\left|A_N^s[g]-c_0\right|\le\sum_{j\ne0}|c_{Nj}|\le C\sum_{j\ne0}x^{|j|}=2C\sum_{j=1}^{\infty}x^j=\frac{2Cx}{1-x}.$$

This is the stated bound.

The opening example fits it. There $c_{\pm6}=\tfrac12$ and all other coefficients vanish, so for a given $q>0$ the smallest admissible constant is $C=\tfrac12q^{-6}$. The bound becomes $q^{N-6}/(1-q^N)$, which exceeds 1 for $N=2$ and $N=3$ and so allows the error found there.

## Why $c_0$ is the zone integral

For $m\ne0$,

$$\int_0^1 e_m(k)\,dk=\frac{e^{2\pi i m}-1}{2\pi i m}=0,$$

while $e_0=1$ integrates to 1. The series may be integrated term by term because $|c_m e_m(k)|=|c_m|$ for every $k$, and the sum of the $|c_m|$ is finite. Only $c_0$ remains.

## The complete Lean file

```lean
import Mathlib

open scoped Real

namespace BrillouinZoneConvergence

noncomputable section

/-- The lattice harmonic `exp(2πi m k)` at reduced crystal momentum `k`. -/
def planeWave (m : ℤ) (k : ℝ) : ℂ := Complex.exp (2 * π * Complex.I * m * k)

/-- The periodic function of `k` with Fourier (real-space) coefficients `c m`,
for coefficients that are absolutely summable. -/
def latticeSeries (c : ℤ → ℂ) (k : ℝ) : ℂ := ∑' m : ℤ, c m * planeWave m k

/-- The average of `g` over the uniform mesh `(r + s)/N`, `r = 0, ..., N-1`, with shift `s`,
for `N ≥ 1`. -/
def gridAverage (N : ℕ) (s : ℝ) (g : ℝ → ℂ) : ℂ :=
  (∑ r ∈ Finset.range N, g (((r : ℝ) + s) / N)) / N

/-- A lattice harmonic has modulus one. -/
theorem norm_planeWave (m : ℤ) (k : ℝ) : ‖planeWave m k‖ = 1 := by
  have h : 2 * π * Complex.I * m * k = ((2 * π * m * k : ℝ) : ℂ) * Complex.I := by
    push_cast
    ring
  rw [planeWave, h, Complex.norm_exp_ofReal_mul_I]

/-- A mesh of `N ≥ 1` points integrates to zero every harmonic whose index is not a
multiple of `N`. -/
theorem gridAverage_planeWave_of_not_dvd {N : ℕ} (hN : 1 ≤ N) (s : ℝ) {m : ℤ}
    (hm : ¬ (N : ℤ) ∣ m) : gridAverage N s (planeWave m) = 0 := by
  have hN0 : (N : ℂ) ≠ 0 := Nat.cast_ne_zero.mpr (by omega)
  obtain ⟨z, hz⟩ : ∃ z, z = Complex.exp (2 * π * Complex.I * m / N) := ⟨_, rfl⟩
  -- the phase between neighbouring mesh points is a nontrivial N-th root of unity
  have hz1 : z ≠ 1 := by
    intro h
    rw [hz] at h
    obtain ⟨n, hn⟩ := Complex.exp_eq_one_iff.mp h
    rw [div_eq_iff hN0] at hn
    have h3 : (m : ℂ) = N * n := by
      apply mul_left_cancel₀ Complex.two_pi_I_ne_zero
      linear_combination hn
    exact hm ⟨n, by exact_mod_cast h3⟩
  have hzN : z ^ N = 1 := by
    rw [hz, ← Complex.exp_nat_mul]
    exact Complex.exp_eq_one_iff.mpr ⟨m, by field_simp⟩
  have hg := mul_geom_sum z N
  rw [hzN, sub_self] at hg
  have hsum := (mul_eq_zero.mp hg).resolve_left (sub_ne_zero.mpr hz1)
  have hterm : ∀ r ∈ Finset.range N,
      planeWave m (((r : ℝ) + s) / N) = planeWave m (s / N) * z ^ r := by
    intro r _
    rw [hz, planeWave, planeWave, ← Complex.exp_nat_mul, ← Complex.exp_add]
    congr 1
    push_cast
    ring
  rw [gridAverage, Finset.sum_congr rfl hterm, ← Finset.mul_sum, hsum, mul_zero, zero_div]

/-- On a mesh of `N ≥ 1` points the harmonic `N j` averages to the constant phase
`exp(2πi j s)` set by the mesh shift `s`. -/
theorem gridAverage_planeWave_mul {N : ℕ} (hN : 1 ≤ N) (s : ℝ) (j : ℤ) :
    gridAverage N s (planeWave ((N : ℤ) * j)) = planeWave j s := by
  have hN0 : (N : ℂ) ≠ 0 := Nat.cast_ne_zero.mpr (by omega)
  have hterm : ∀ r ∈ Finset.range N,
      planeWave ((N : ℤ) * j) (((r : ℝ) + s) / N) = planeWave j s := by
    intro r _
    have h1 : Complex.exp (((j * r : ℤ) : ℂ) * (2 * π * Complex.I)) = 1 :=
      Complex.exp_eq_one_iff.mpr ⟨j * r, rfl⟩
    rw [planeWave, planeWave, ← one_mul (Complex.exp (2 * π * Complex.I * j * s)), ← h1,
      ← Complex.exp_add]
    congr 1
    push_cast
    field_simp
  rw [gridAverage, Finset.sum_congr rfl hterm, Finset.sum_const, Finset.card_range,
    nsmul_eq_mul, mul_div_assoc, mul_comm, div_mul_cancel₀ _ hN0]

/-- For absolutely summable coefficients and `N ≥ 1`, the mesh average is the sum of the
coefficients `c (N j)` over all integers `j`, each with the phase `exp(2πi j s)`. -/
theorem hasSum_gridAverage {c : ℤ → ℂ} (hc : Summable fun m => ‖c m‖) {N : ℕ} (hN : 1 ≤ N)
    (s : ℝ) : HasSum (fun j : ℤ => c ((N : ℤ) * j) * planeWave j s)
      (gridAverage N s (latticeSeries c)) := by
  have hk : ∀ k, HasSum (fun m => c m * planeWave m k) (latticeSeries c k) := fun k =>
    (Summable.of_norm (by simpa only [norm_mul, norm_planeWave, mul_one] using hc)).hasSum
  -- average the series harmonic by harmonic
  have h1 : HasSum (fun m => c m * gridAverage N s (planeWave m))
      (gridAverage N s (latticeSeries c)) := by
    have h := (hasSum_sum (s := Finset.range N)
      fun r _ => hk (((r : ℝ) + s) / N)).div_const (N : ℂ)
    have e : (fun m => c m * gridAverage N s (planeWave m)) = fun m =>
        (∑ r ∈ Finset.range N, c m * planeWave m (((r : ℝ) + s) / N)) / (N : ℂ) := by
      funext m
      rw [gridAverage, ← Finset.mul_sum, mul_div_assoc]
    rw [e]
    exact h
  -- only the multiples of N survive
  have hinj : Function.Injective (fun j : ℤ => (N : ℤ) * j) := fun a b h =>
    mul_left_cancel₀ (by omega : (N : ℤ) ≠ 0) h
  have h0 : ∀ m ∉ Set.range (fun j : ℤ => (N : ℤ) * j),
      c m * gridAverage N s (planeWave m) = 0 := by
    intro m hm
    rw [gridAverage_planeWave_of_not_dvd hN s (fun ⟨j, hj⟩ => hm ⟨j, hj.symm⟩), mul_zero]
  have h2 := (hinj.hasSum_iff h0).mpr h1
  have e : (fun j : ℤ => c ((N : ℤ) * j) * planeWave j s) =
      (fun m => c m * gridAverage N s (planeWave m)) ∘ fun j : ℤ => (N : ℤ) * j := by
    funext j
    simp only [Function.comp_apply]
    rw [gridAverage_planeWave_mul hN]
  rw [e]
  exact h2

/-- The two-sided geometric series: `x^|j|` summed over all integers `j` is
`(1 + x)/(1 - x)` for `0 ≤ x < 1`. -/
theorem hasSum_pow_natAbs {x : ℝ} (h0 : 0 ≤ x) (h1 : x < 1) :
    HasSum (fun j : ℤ => x ^ j.natAbs) ((1 + x) / (1 - x)) := by
  have h := hasSum_geometric_of_lt_one h0 h1
  have hpos : HasSum (fun n : ℕ => x ^ (n : ℤ).natAbs) (1 - x)⁻¹ := by simpa using h
  have hneg : HasSum (fun n : ℕ => x ^ (-((n : ℤ) + 1)).natAbs) (x * (1 - x)⁻¹) := by
    have e : (fun n : ℕ => x ^ (-((n : ℤ) + 1)).natAbs) = fun n => x * x ^ n := by
      funext n
      have hn : (-((n : ℤ) + 1)).natAbs = n + 1 := by omega
      rw [hn, pow_succ']
    rw [e]
    exact h.mul_left x
  have e : (1 + x) / (1 - x) = (1 - x)⁻¹ + x * (1 - x)⁻¹ := by
    rw [div_eq_mul_inv]
    ring
  rw [e]
  exact HasSum.of_nat_of_neg_add_one (f := fun j : ℤ => x ^ j.natAbs) hpos hneg

/-- Coefficients bounded by `C q^|m|` with `0 ≤ q < 1` are absolutely summable. -/
theorem summable_of_decay {c : ℤ → ℂ} {C q : ℝ} (hq0 : 0 ≤ q) (hq1 : q < 1)
    (hc : ∀ m, ‖c m‖ ≤ C * q ^ m.natAbs) : Summable fun m => ‖c m‖ :=
  Summable.of_nonneg_of_le (fun _ => norm_nonneg _) hc
    ((hasSum_pow_natAbs hq0 hq1).summable.mul_left C)

/-- If `‖c m‖ ≤ C q^|m|` with `0 ≤ q < 1`, the average over a mesh of `N ≥ 1` points with any
shift `s` differs from `c 0` by at most `2 C q^N / (1 - q^N)`. -/
theorem norm_gridAverage_sub_le {c : ℤ → ℂ} {C q : ℝ} (hq0 : 0 ≤ q) (hq1 : q < 1)
    (hc : ∀ m, ‖c m‖ ≤ C * q ^ m.natAbs) {N : ℕ} (hN : 1 ≤ N) (s : ℝ) :
    ‖gridAverage N s (latticeSeries c) - c 0‖ ≤ 2 * C * q ^ N / (1 - q ^ N) := by
  have hx1 : q ^ N < 1 := pow_lt_one₀ hq0 hq1 (by omega)
  have hne : 1 - q ^ N ≠ 0 := by linarith
  -- remove the term j = 0 from the aliasing sum and from its geometric majorant
  have hA := (hasSum_gridAverage (summable_of_decay hq0 hq1 hc) hN s).sub
    (hasSum_ite_eq (0 : ℤ) (c 0))
  have hB := ((hasSum_pow_natAbs (pow_nonneg hq0 N) hx1).mul_left C).sub
    (hasSum_ite_eq (0 : ℤ) C)
  have hb : ∀ j : ℤ, ‖c ((N : ℤ) * j) * planeWave j s - (if j = 0 then c 0 else 0)‖ ≤
      C * (q ^ N) ^ j.natAbs - (if j = 0 then C else 0) := by
    intro j
    by_cases hj : j = 0
    · subst hj
      simp [planeWave]
    · have h := hc ((N : ℤ) * j)
      rw [Int.natAbs_mul, Int.natAbs_natCast, pow_mul] at h
      rw [if_neg hj, if_neg hj, sub_zero, sub_zero, norm_mul, norm_planeWave, mul_one]
      exact h
  have h := tsum_of_norm_bounded hB hb
  rw [hA.tsum_eq] at h
  have e : C * ((1 + q ^ N) / (1 - q ^ N)) - C = 2 * C * q ^ N / (1 - q ^ N) := by
    rw [eq_div_iff hne, sub_mul, mul_assoc, div_mul_cancel₀ _ hne]
    ring
  rwa [e] at h

/-- For absolutely summable coefficients, `c 0` is the integral of the series over the
Brillouin zone `[0, 1]`. -/
theorem integral_latticeSeries {c : ℤ → ℂ} (hc : Summable fun m => ‖c m‖) :
    ∫ k in (0 : ℝ)..1, latticeSeries c k = c 0 := by
  have hcont : ∀ m, Continuous (planeWave m) := by
    intro m
    unfold planeWave
    fun_prop
  have hnorm : ∀ m k, ‖c m * planeWave m k‖ = ‖c m‖ := fun m k => by
    rw [norm_mul, norm_planeWave, mul_one]
  -- integrate term by term
  have h : HasSum (fun m => ∫ k in (0 : ℝ)..1, c m * planeWave m k)
      (∫ k in (0 : ℝ)..1, latticeSeries c k) := by
    refine intervalIntegral.hasSum_integral_of_dominated_convergence (fun m _ => ‖c m‖)
      (fun m => (continuous_const.mul (hcont m)).aestronglyMeasurable)
      (fun m => Filter.Eventually.of_forall fun k _ => (hnorm m k).le)
      (Filter.Eventually.of_forall fun _ _ => hc) intervalIntegrable_const
      (Filter.Eventually.of_forall fun k _ => ?_)
    exact (Summable.of_norm (by simpa only [hnorm] using hc)).hasSum
  -- every harmonic except m = 0 integrates to zero
  have hz : ∀ m : ℤ, m ≠ 0 → ∫ k in (0 : ℝ)..1, c m * planeWave m k = 0 := by
    intro m hm
    have hne : 2 * π * Complex.I * m ≠ 0 :=
      mul_ne_zero Complex.two_pi_I_ne_zero (Int.cast_ne_zero.mpr hm)
    have h1 : Complex.exp (2 * π * Complex.I * m) = 1 :=
      Complex.exp_eq_one_iff.mpr ⟨m, by ring⟩
    rw [intervalIntegral.integral_const_mul]
    unfold planeWave
    rw [integral_exp_mul_complex hne, Complex.ofReal_one, Complex.ofReal_zero, mul_one,
      mul_zero, Complex.exp_zero, h1, sub_self, zero_div, mul_zero]
  rw [h.unique (hasSum_single 0 hz)]
  simp [planeWave]

/-- If `‖c m‖ ≤ C q^|m|` with `0 ≤ q < 1`, a mesh of `N ≥ 1` points with any shift `s` gives
the Brillouin-zone integral with an error of at most `2 C q^N / (1 - q^N)`. -/
theorem norm_gridAverage_sub_integral_le {c : ℤ → ℂ} {C q : ℝ} (hq0 : 0 ≤ q) (hq1 : q < 1)
    (hc : ∀ m, ‖c m‖ ≤ C * q ^ m.natAbs) {N : ℕ} (hN : 1 ≤ N) (s : ℝ) :
    ‖gridAverage N s (latticeSeries c) - ∫ k in (0 : ℝ)..1, latticeSeries c k‖ ≤
      2 * C * q ^ N / (1 - q ^ N) := by
  rw [integral_latticeSeries (summable_of_decay hq0 hq1 hc)]
  exact norm_gridAverage_sub_le hq0 hq1 hc hN s

end

end BrillouinZoneConvergence
```

```lean
#print axioms BrillouinZoneConvergence.summable_of_decay
#print axioms BrillouinZoneConvergence.norm_gridAverage_sub_integral_le
```

```
'BrillouinZoneConvergence.summable_of_decay' depends on axioms: [propext, Classical.choice, Quot.sound]
'BrillouinZoneConvergence.norm_gridAverage_sub_integral_le' depends on axioms: [propext, Classical.choice, Quot.sound]
```

## Roots of unity and aliasing in the code

`norm_planeWave` writes the exponent as a real number times $i$ and concludes that the harmonic has modulus one.

In `gridAverage_planeWave_of_not_dvd`, the step `hz1` shows $z\ne1$: if $z$ were 1, its exponent would be an integer multiple of $2\pi i$, and $N$ would divide $m$. The step `hzN` gives $z^N=1$. Mathlib's `mul_geom_sum` supplies the identity for $(z-1)\sum_r z^r$, and cancelling the nonzero factor leaves a vanishing sum. `hterm` takes the common phase out of the mesh values.

`gridAverage_planeWave_mul` treats $m=Nj$. Its `hterm` removes the factor $e^{2\pi i j r}=1$, after which the average is that of $N$ equal numbers.

`hasSum_gridAverage` combines the two cases. A statement `HasSum f a` says that the series with terms `f` converges unconditionally to `a`. First, `hasSum_sum` adds the $N$ convergent series at the mesh points, and division by $N$ gives the series of averaged harmonics. Then `hinj.hasSum_iff` replaces the sum over all $m$ by the sum over $j$ with $m=Nj$. This needs two facts: $j\mapsto Nj$ is injective, and the terms outside its range vanish.

## The geometric majorant and the integral in the code

`hasSum_pow_natAbs` evaluates the two-sided geometric series by splitting the integers into $n$ and $-(n+1)$ with $n\ge0$:

$$\sum_{j\in\mathbb Z}x^{|j|}=\frac1{1-x}+\frac{x}{1-x}=\frac{1+x}{1-x}.$$

`summable_of_decay` compares $|c_m|$ with $Cq^{|m|}$ to obtain absolute summability.

`norm_gridAverage_sub_le` removes $j=0$ in a slightly different way from the derivation above. It keeps the sums over all integers and subtracts a series whose only nonzero term is at $j=0$. In `hA` this takes $c_0$ from the aliasing sum, and in `hB` it takes $C$ from the majorant. The step `hb` compares the two series term by term: at $j=0$ both terms are zero, and elsewhere the decay hypothesis at $m=Nj$ gives the inequality. `tsum_of_norm_bounded` turns this into a bound on the whole sum, and the last algebraic step is

$$C\,\frac{1+q^N}{1-q^N}-C=\frac{2Cq^N}{1-q^N}.$$

`integral_latticeSeries` justifies the termwise integration by dominated convergence, with $|c_m|$ as the bound on each term. Its step `hz` evaluates the integrals for $m\ne0$, and `hasSum_single` reduces the series to the term $m=0$. Finally, `norm_gridAverage_sub_integral_le` replaces the integral by `c 0` and applies the previous bound.
